# Two product operators with nonzero local products, whose factors commute or anticommute at each site, commute exactly when the number of anticommuting sites is even

Take N sites, each with the same finite local basis, and two product operators with complex matrices A_k and C_k as their factors on site k. The factors anticommute on the sites of a set S and commute on all others, and every local product A_k C_k is nonzero. `comm_siteProduct_eq_zero_iff` states that the two N-site operators then commute if and only if S has an even number of elements. The proof uses the sign (−1)^|S| that comes from exchanging the operators: an even S gives commutation at once. If S were odd and the operators still commuted, their product would equal its own negative, and the attempt rules this out by choosing a nonzero matrix element at each site, so that the corresponding element of the full product is nonzero.

The failing Lean file:

```lean
import Mathlib

open Matrix
open scoped Kronecker

namespace KroneckerCommutator

noncomputable section

variable {m n d : Type*} [Fintype m] [Fintype n] [Fintype d]

/-- The commutator `[A, B] = AB - BA` of two operators. -/
def comm (A B : Matrix n n ℂ) : Matrix n n ℂ := A * B - B * A

/-- The anticommutator `{A, B} = AB + BA` of two operators. -/
def anti (A B : Matrix n n ℂ) : Matrix n n ℂ := A * B + B * A

/-- A nonzero operator has a nonzero matrix element. -/
theorem exists_entry_ne_zero {ι : Type*} {X : Matrix ι ι ℂ} (hX : X ≠ 0) :
    ∃ i j, X i j ≠ 0 := by
  by_contra hcon
  push Not at hcon
  exact hX (by ext i j; exact hcon i j)

/-- The product operator on `N` sites with local factor `A k` on site `k`; its matrix
elements between configurations are products of local matrix elements. -/
def siteProduct {N : ℕ} (A : Fin N → Matrix d d ℂ) :
    Matrix (Fin N → d) (Fin N → d) ℂ :=
  Matrix.of fun i j => ∏ k, A k (i k) (j k)

/-- Product operators on `N` sites multiply site by site. -/
theorem siteProduct_mul {N : ℕ} (A C : Fin N → Matrix d d ℂ) :
    siteProduct A * siteProduct C = siteProduct (fun k => A k * C k) := by
  ext i j
  simp only [siteProduct, Matrix.mul_apply, Matrix.of_apply, ← Finset.prod_mul_distrib]
  rw [Finset.prod_univ_sum, Fintype.piFinset_univ]

/-- If the local factors anticommute on the sites in `S` and commute on all others,
exchanging the two product operators gives one factor `-1` for each site in `S`. -/
theorem siteProduct_exchange {N : ℕ} (A C : Fin N → Matrix d d ℂ) (S : Finset (Fin N))
    (hS : ∀ k ∈ S, anti (A k) (C k) = 0) (hS' : ∀ k ∉ S, comm (A k) (C k) = 0) :
    siteProduct A * siteProduct C =
      (-1 : ℂ) ^ S.card • (siteProduct C * siteProduct A) := by
  rw [siteProduct_mul, siteProduct_mul]
  ext i j
  simp only [siteProduct, Matrix.of_apply, Matrix.smul_apply, smul_eq_mul]
  -- the sign contributed by a single site
  have h : ∀ k, (A k * C k) (i k) (j k) =
      (if k ∈ S then (-1 : ℂ) else 1) * (C k * A k) (i k) (j k) := by
    intro k
    by_cases hk : k ∈ S
    · have e : A k * C k = -(C k * A k) := eq_neg_of_add_eq_zero_left (hS k hk)
      rw [if_pos hk, e, Matrix.neg_apply, neg_one_mul]
    · have e : A k * C k = C k * A k := sub_eq_zero.mp (hS' k hk)
      rw [if_neg hk, e, one_mul]
  have hs : ∏ k, (if k ∈ S then (-1 : ℂ) else 1) = (-1) ^ S.card := by
    simp [Finset.prod_ite_mem]
  rw [Finset.prod_congr rfl (fun k _ => h k), Finset.prod_mul_distrib, hs]

/-- Let the local factors anticommute on the sites in `S`, commute on all others, and have
nonzero products. The two `N`-site operators commute exactly when `S` has even size. -/
theorem comm_siteProduct_eq_zero_iff {N : ℕ} (A C : Fin N → Matrix d d ℂ)
    (S : Finset (Fin N)) (hS : ∀ k ∈ S, anti (A k) (C k) = 0)
    (hS' : ∀ k ∉ S, comm (A k) (C k) = 0) (hne : ∀ k, A k * C k ≠ 0) :
    comm (siteProduct A) (siteProduct C) = 0 ↔ Even S.card := by
  have hex := siteProduct_exchange A C S hS hS'
  constructor
  · intro h
    by_contra hodd
    rw [(Nat.not_even_iff_odd.mp hodd).neg_one_pow] at hex
    have heq : siteProduct A * siteProduct C = siteProduct C * siteProduct A :=
      sub_eq_zero.mp h
    -- a nonzero matrix element of the total product, chosen site by site
    choose i j hij using fun k => exists_entry_ne_zero (hne k)
    have hP : (siteProduct A * siteProduct C) i j ≠ 0 := by
      rw [siteProduct_mul]
      exact Finset.prod_ne_zero_iff.mpr (fun k _ => hij k)
    have h1 := congrArg (fun M => M i j) hex
    simp only [← heq, Matrix.smul_apply, smul_eq_mul] at h1
    exact hP (by linear_combination (1 / 2 : ℂ) * h1)
  · intro h
    rw [h.neg_one_pow, one_smul] at hex
    exact sub_eq_zero.mpr hex

end

end KroneckerCommutator
```

Compiling this gives:

```
Main.lean:77:6: error: Type mismatch
  Finset.prod_ne_zero_iff.mpr fun k x => hij k
has type
  ∏ x ∈ ?m.132, (A x * C x) (i x) (j x) ≠ 0
but is expected to have type
  siteProduct (fun k => A k * C k) i j ≠ 0
```

Cause. The error is in the step showing that this matrix element of the full product is nonzero. After `rw [siteProduct_mul]`, the goal is about `siteProduct (fun k => A k * C k) i j`. The term built from `Finset.prod_ne_zero_iff.mpr` instead proves that a product written with `∏` is nonzero. By the definition of `siteProduct`, the matrix element is just such a product, taken over all sites, but Lean did not match the two forms when checking the term. The index set of the product was also still undetermined, which is why it appears as `?m.132` in the message.

The added line, `simp only [siteProduct, Matrix.of_apply]`, unfolds the definition and evaluates the matrix built by `Matrix.of` at `i` and `j`. The goal then says openly that the product over all sites of `(A k * C k) (i k) (j k)` is nonzero. The original `exact` line now fits without change: the index set can be read off from the goal, and `hij k` says that each factor is nonzero.

As a diff, the version that Lean accepts:

```diff
@@ -75,4 +75,5 @@
     have hP : (siteProduct A * siteProduct C) i j ≠ 0 := by
       rw [siteProduct_mul]
+      simp only [siteProduct, Matrix.of_apply]
       exact Finset.prod_ne_zero_iff.mpr (fun k _ => hij k)
     have h1 := congrArg (fun M => M i j) hex
```
